# The diamagnetic energy B²(x² + y²)/8 as a limit of the 4×4 Dirac matrix at a fixed point

Take a magnetic field of strength $B$ along $z$ and a point on the $y$ axis. The vector potential $\mathbf A=(\mathbf B\times\mathbf r)/2$ then has a single component $a=-By/2$, along $x$. With the momentum left out, the Dirac matrix $c^2\beta+c\,\alpha_x a$ couples the first component only to the fourth, and the second only to the third. Each pair gives the same block,

$$\begin{pmatrix} c^2 & ca\\ ca & -c^2\end{pmatrix},\qquad E=\pm\sqrt{c^4+c^2a^2}.$$

The coupling has no diagonal entry, so the upper level moves only by repulsion from the lower one, across a gap of $2c^2$. To second order the shift is $(ca)^2/(2c^2)=a^2/2=B^2y^2/8$. The factors of $c$ cancel, and a finite energy, quadratic in the field, survives as $c\to\infty$.

The same mechanism works at every point $\mathbf r=(x,y,z)$, with $B^2(x^2+y^2)/8$ as the limit. In the gauge $\mathbf A=(\mathbf B\times\mathbf r)/2$ this is the diamagnetic term of the non-relativistic Hamiltonian used for atoms and molecules in magnetic fields, recovered here for a one-electron matrix at a fixed point without momentum. Units are $\hbar=m=|e|=1$, with the field in the SI convention, where the kinetic momentum is $\mathbf p+\mathbf A$. In the Gaussian convention $\mathbf A/c$ stands in place of $\mathbf A$, and the same term carries a factor $1/c^2$.

## A fixed point instead of a momentum operator

The full Dirac Hamiltonian contains the kinetic momentum $\mathbf p+\mathbf A$. Here it is reduced to $\mathbf A(\mathbf r)$, a vector of three real numbers. This assumption sits in the definitions: `dirac c a` is the matrix $H=c^2\beta+c\,\boldsymbol\alpha\cdot\mathbf a$ for a real vector $\mathbf a$, and `coupling c a` is its magnetic part $V$.

```lean
import Mathlib

open Matrix Filter Topology

namespace DiracDiamagnetism

noncomputable section
```

The matrices are those of the standard representation. Lean counts from zero, so `alpha 0`, `alpha 1`, `alpha 2` are $\alpha_x,\alpha_y,\alpha_z$, and `r 0`, `r 1` are $x,y$.

```lean
/-- The three Dirac matrices `α_x, α_y, α_z` in the standard representation. -/
def alpha : Fin 3 → Matrix (Fin 4) (Fin 4) ℂ :=
  ![!![0, 0, 0, 1; 0, 0, 1, 0; 0, 1, 0, 0; 1, 0, 0, 0],
    !![0, 0, 0, -Complex.I; 0, 0, Complex.I, 0; 0, -Complex.I, 0, 0; Complex.I, 0, 0, 0],
    !![0, 0, 1, 0; 0, 0, 0, -1; 1, 0, 0, 0; 0, -1, 0, 0]]

/-- The Dirac matrix `β` in the standard representation. -/
def beta : Matrix (Fin 4) (Fin 4) ℂ :=
  !![1, 0, 0, 0; 0, 1, 0, 0; 0, 0, -1, 0; 0, 0, 0, -1]
```

The projectors $P_\pm=(1\pm\beta)/2$ select the upper and the lower two components.

```lean
/-- The projector `P₊ = (1 + β)/2` on the upper components. -/
def projPlus : Matrix (Fin 4) (Fin 4) ℂ := (1 / 2 : ℂ) • (1 + beta)

/-- The projector `P₋ = (1 - β)/2` on the lower components. -/
def projMinus : Matrix (Fin 4) (Fin 4) ℂ := (1 / 2 : ℂ) • (1 - beta)

/-- The matrix `α · a` for a real vector `a`. -/
def alphaDot (a : Fin 3 → ℝ) : Matrix (Fin 4) (Fin 4) ℂ := ∑ i, (a i : ℂ) • alpha i

/-- The vector potential `A = (B × r)/2` of a uniform field of strength `B` along `z`. -/
def vectorPotential (B : ℝ) (r : Fin 3 → ℝ) : Fin 3 → ℝ :=
  (1 / 2 : ℝ) • crossProduct ![0, 0, B] r

/-- The magnetic coupling `V = c α · a`. -/
def coupling (c : ℝ) (a : Fin 3 → ℝ) : Matrix (Fin 4) (Fin 4) ℂ := (c : ℂ) • alphaDot a

/-- The Dirac matrix `c² β + c α · a` at a fixed point, in units with unit mass and charge. -/
def dirac (c : ℝ) (a : Fin 3 → ℝ) : Matrix (Fin 4) (Fin 4) ℂ :=
  (c : ℂ) ^ 2 • beta + coupling c a
```

An energy level is a real number $E$ with a nonzero vector $v$ such that $Hv=Ev$.

```lean
/-- The real eigenvalues of the Dirac matrix. -/
def levels (c : ℝ) (a : Fin 3 → ℝ) : Set ℝ :=
  {E | ∃ v : Fin 4 → ℂ, v ≠ 0 ∧ dirac c a *ᵥ v = (E : ℂ) • v}
```

By hand, the assumption enters when $\boldsymbol\alpha\cdot\mathbf a$ is squared. In two-by-two blocks,

$$\boldsymbol\alpha\cdot\mathbf a=\begin{pmatrix}0&S\\S&0\end{pmatrix},\qquad S=\begin{pmatrix}a_2&a_0-ia_1\\a_0+ia_1&-a_2\end{pmatrix}.$$

The diagonal entries of $S^2$ are $a_2^2+(a_0-ia_1)(a_0+ia_1)=|\mathbf a|^2$. The off-diagonal ones, such as $a_2(a_0-ia_1)-(a_0-ia_1)a_2$, vanish because numbers commute. Hence $(\boldsymbol\alpha\cdot\mathbf a)^2=|\mathbf a|^2$. Since $\beta$ is $+1$ on the upper block and $-1$ on the lower, $\beta^2=1$ and $\beta$ anticommutes with $\boldsymbol\alpha\cdot\mathbf a$.

The proof does the same entry by entry: `alphaDot_eq` writes out the matrix, and `dirac_algebra` checks all sixteen entries of each identity, using $i^2=-1$ where needed.

```lean
/-- The matrix `α · a` written out in components. -/
lemma alphaDot_eq (a : Fin 3 → ℝ) : alphaDot a =
    !![0, 0, (a 2 : ℂ), a 0 - Complex.I * a 1; 0, 0, a 0 + Complex.I * a 1, -a 2;
       (a 2 : ℂ), a 0 - Complex.I * a 1, 0, 0; a 0 + Complex.I * a 1, -a 2, 0, 0] := by
  ext i j
  fin_cases i <;> fin_cases j <;>
    simp [alphaDot, alpha, Fin.sum_univ_three] <;> ring1

/-- The Dirac algebra: `(α · a)² = |a|²`, `β² = 1`, and `β` anticommutes with `α · a`. -/
theorem dirac_algebra (a : Fin 3 → ℝ) :
    alphaDot a * alphaDot a = ((a ⬝ᵥ a : ℝ) : ℂ) • 1 ∧ beta * beta = 1 ∧
      beta * alphaDot a = -(alphaDot a * beta) := by
  rw [alphaDot_eq]
  refine ⟨?_, ?_, ?_⟩
  · ext i j
    fin_cases i <;> fin_cases j <;>
      simp [Matrix.mul_apply, Fin.sum_univ_four, dotProduct, Fin.sum_univ_three] <;>
      first
        | ring1
        | linear_combination (-(a 1 : ℂ) ^ 2) * Complex.I_sq
  · ext i j
    fin_cases i <;> fin_cases j <;> simp [beta, Matrix.mul_apply, Fin.sum_univ_four]
  · ext i j
    fin_cases i <;> fin_cases j <;>
      simp [beta, Matrix.mul_apply, Fin.sum_univ_four]
```

Anticommutation means that moving $\boldsymbol\alpha\cdot\mathbf a$ past a projector reverses the sign of $\beta$:

$$P_\pm\,(\boldsymbol\alpha\cdot\mathbf a)=(\boldsymbol\alpha\cdot\mathbf a)\,P_\mp .$$

From $\beta^2=1$ one also gets $P_\pm^2=(1\pm2\beta+\beta^2)/4=P_\pm$ and $P_-P_+=(1-\beta^2)/4=0$.

```lean
/-- The matrix `α · a` exchanges the upper and lower projectors. -/
theorem projector_exchange (a : Fin 3 → ℝ) :
    projPlus * alphaDot a = alphaDot a * projMinus ∧
      projMinus * alphaDot a = alphaDot a * projPlus := by
  obtain ⟨-, -, h⟩ := dirac_algebra a
  constructor <;>
    simp only [projPlus, projMinus, Matrix.smul_mul, Matrix.mul_smul, add_mul, sub_mul,
      mul_add, mul_sub, one_mul, mul_one, h] <;> module

/-- `P₊` and `P₋` are idempotent and `P₋ P₊ = 0`. -/
theorem projector_algebra : projPlus * projPlus = projPlus ∧
    projMinus * projMinus = projMinus ∧ projMinus * projPlus = 0 := by
  obtain ⟨-, h, -⟩ := dirac_algebra 0
  refine ⟨?_, ?_, ?_⟩ <;>
    simp only [projPlus, projMinus, Matrix.smul_mul, Matrix.mul_smul, add_mul, sub_mul,
      mul_add, mul_sub, one_mul, mul_one, h] <;> module
```

If the momentum operator is restored, the components of $\mathbf p+\mathbf A$ no longer commute, and the square acquires a term in the spin and the field. The model therefore leaves out the spin Zeeman energy and the $g$ factor, as well as orbital motion and any binding potential.

## A field along z

With the potential $(\mathbf B\times\mathbf r)/2$, the direction of the field fixes which coordinates appear; another gauge can give a different $|\mathbf A|^2$ at the same point. From $(0,0,B)\times(x,y,z)=(-By,Bx,0)$,

$$|\mathbf A|^2=\frac{B^2(x^2+y^2)}{4}.$$

The proof expands the cross product and the dot product in components.

```lean
/-- For a field along `z`, `|A|² = B² (x² + y²)/4`. -/
theorem vectorPotential_sq (B : ℝ) (r : Fin 3 → ℝ) :
    vectorPotential B r ⬝ᵥ vectorPotential B r = B ^ 2 * (r 0 ^ 2 + r 1 ^ 2) / 4 := by
  simp [vectorPotential, cross_apply, dotProduct, Fin.sum_univ_three]
  ring
```

For another direction this formula can fail. With the field along $x$ and $\mathbf r=(1,0,0)$, the vector potential is zero and so is the energy shift, whereas $B^2(x^2+y^2)/8$ would give $B^2/8$. The results below that are stated for a general vector $\mathbf a$ do not depend on the direction.

## A nonzero c, and the gap it opens

The number $2c^2$ is the separation of the upper and lower levels when the field is off, and the second-order term divides by it. The hypothesis `hc : c ≠ 0` makes this possible.

The theorem `projected_coupling` states two matrix identities. The first says that $V$ has no block within the upper components:

$$P_+VP_+=c\,(\boldsymbol\alpha\cdot\mathbf A)\,P_-P_+=0 .$$

The second evaluates the passage to the lower components and back. Moving the projectors through,

$$P_+VP_-VP_+=c^2(\boldsymbol\alpha\cdot\mathbf A)\,P_-\,(\boldsymbol\alpha\cdot\mathbf A)\,P_+=c^2(\boldsymbol\alpha\cdot\mathbf A)^2P_+=c^2|\mathbf A|^2P_+,$$

and division by $2c^2$ leaves $|\mathbf A|^2/2=B^2(x^2+y^2)/8$ times $P_+$.

```lean
/-- The coupling vanishes between upper components, `P₊ V P₊ = 0`, and the second-order term
through the lower components is `P₊ V P₋ V P₊ / (2c²) = B² (x² + y²)/8 P₊`. -/
theorem projected_coupling (B : ℝ) (r : Fin 3 → ℝ) {c : ℝ} (hc : c ≠ 0) :
    projPlus * coupling c (vectorPotential B r) * projPlus = 0 ∧
    (1 / (2 * (c : ℂ) ^ 2)) • (projPlus * coupling c (vectorPotential B r) * projMinus *
      coupling c (vectorPotential B r) * projPlus) =
      ((B ^ 2 * (r 0 ^ 2 + r 1 ^ 2) / 8 : ℝ) : ℂ) • projPlus := by
  obtain ⟨ex1, ex2⟩ := projector_exchange (vectorPotential B r)
  obtain ⟨pp, mm, mp⟩ := projector_algebra
  obtain ⟨hS, -, -⟩ := dirac_algebra (vectorPotential B r)
  have hc' : (c : ℂ) ≠ 0 := by exact_mod_cast hc
  constructor
  · rw [coupling, Matrix.mul_smul, Matrix.smul_mul, ex1, mul_assoc, mp, mul_zero, smul_zero]
  · -- move both projectors through `α · A`, leaving its square
    have key : projPlus * alphaDot (vectorPotential B r) * projMinus *
        alphaDot (vectorPotential B r) * projPlus =
        ((vectorPotential B r ⬝ᵥ vectorPotential B r : ℝ) : ℂ) • projPlus := by
      rw [ex1, mul_assoc _ projMinus projMinus, mm, mul_assoc _ projMinus (alphaDot _), ex2,
        ← mul_assoc, hS, mul_assoc _ projPlus projPlus, pp, Matrix.smul_mul, one_mul]
    simp only [coupling, Matrix.mul_smul, Matrix.smul_mul, key, smul_smul]
    rw [vectorPotential_sq]
    congr 1
    push_cast
    field_simp
    ring
```

The step `key` is the displayed chain without the factors of $c$; `field_simp` then cancels $c^2$, which is where `hc` is used. At $c=0$ there is no gap and $V$ vanishes; Lean's convention $1/0=0$ turns the left side into zero, so the second identity fails wherever $\mathbf A\neq0$.

## A positive c, and the exact largest level

The projected identity is a second-order expression. The exact spectrum follows from squaring $H$. The cross terms cancel by anticommutation:

$$H^2=c^4\beta^2+c^3\bigl(\beta\,\boldsymbol\alpha\cdot\mathbf a+\boldsymbol\alpha\cdot\mathbf a\,\beta\bigr)+c^2(\boldsymbol\alpha\cdot\mathbf a)^2=c^4+c^2|\mathbf a|^2 .$$

```lean
/-- The square of the Dirac matrix is the number `c⁴ + c² |a|²`. -/
theorem dirac_sq (c : ℝ) (a : Fin 3 → ℝ) :
    dirac c a * dirac c a = ((c ^ 4 + c ^ 2 * (a ⬝ᵥ a) : ℝ) : ℂ) • 1 := by
  obtain ⟨hS, hb, h⟩ := dirac_algebra a
  simp only [dirac, coupling, add_mul, mul_add, Matrix.smul_mul, Matrix.mul_smul, hS, hb, h]
  push_cast
  module
```

Write $R=\sqrt{c^4+c^2|\mathbf a|^2}$. If $Hv=Ev$ with $v\ne0$, then $E^2=R^2$, so $E\le R$. To see that $R$ is attained, note that

$$H(H+R)=R^2+RH=R(H+R),$$

so every nonzero column of $H+R$ is an eigenvector with eigenvalue $R$. The first column is $(c^2+R,\;0,\;ca_2,\;c(a_0+ia_1))$, whose top entry is positive when $c>0$. Its norm is $\sqrt{2R(R+c^2)}$, by which one divides to obtain a normalised state.

`IsGreatest` expresses both halves: the root belongs to the set of levels, and no level exceeds it. In the proof, `hM` is the identity for $H+R$, with $R$ renamed `E`, and `hc` is used to show that the column is nonzero.

```lean
/-- The largest eigenvalue of the Dirac matrix is `√(c⁴ + c² |a|²)`. -/
theorem largest_level {c : ℝ} (hc : 0 < c) (a : Fin 3 → ℝ) :
    IsGreatest (levels c a) (√(c ^ 4 + c ^ 2 * (a ⬝ᵥ a))) := by
  have hq : 0 ≤ a ⬝ᵥ a := Finset.sum_nonneg fun i _ => mul_self_nonneg (a i)
  have hsq := dirac_sq c a
  have hs := Real.mul_self_sqrt (show 0 ≤ c ^ 4 + c ^ 2 * (a ⬝ᵥ a) by positivity)
  have hs0 := Real.sqrt_nonneg (c ^ 4 + c ^ 2 * (a ⬝ᵥ a))
  constructor
  · generalize √(c ^ 4 + c ^ 2 * (a ⬝ᵥ a)) = E at hs hs0 ⊢
    -- the first column of `H + E` is an eigenvector
    have hM : dirac c a * (dirac c a + (E : ℂ) • 1) =
        (E : ℂ) • (dirac c a + (E : ℂ) • 1) := by
      rw [mul_add, hsq, ← hs, Matrix.mul_smul, mul_one, smul_add, smul_smul,
        Complex.ofReal_mul, add_comm]
    refine ⟨fun i => (dirac c a + (E : ℂ) • 1) i 0, fun h => ?_, ?_⟩
    · have h0 : (dirac c a + (E : ℂ) • 1) 0 0 = ((c ^ 2 + E : ℝ) : ℂ) := by
        simp [dirac, coupling, alphaDot_eq, beta]
      have h1 : ((c ^ 2 + E : ℝ) : ℂ) = 0 := h0.symm.trans (congrFun h 0)
      have h2 : c ^ 2 + E = 0 := Complex.ofReal_eq_zero.mp h1
      have h3 : 0 < c ^ 2 := by positivity
      linarith
    · funext i
      exact congrFun (congrFun hM i) 0
  · rintro E ⟨v, hv, hE⟩
    -- applying the matrix twice fixes the square of every eigenvalue
    have h2 : (dirac c a * dirac c a) *ᵥ v = ((E : ℂ) * E) • v := by
      rw [← Matrix.mulVec_mulVec, hE, Matrix.mulVec_smul, hE, smul_smul]
    rw [hsq, Matrix.smul_mulVec, Matrix.one_mulVec] at h2
    have h3 := smul_left_injective ℂ hv h2
    have h4 : c ^ 4 + c ^ 2 * (a ⬝ᵥ a) = E * E := by
      apply Complex.ofReal_injective
      rw [Complex.ofReal_mul]
      exact h3
    exact (le_abs_self E).trans (Real.abs_le_sqrt (by rw [h4, sq]))
```

At $c=0$ that column vanishes and the argument breaks down, although the conclusion survives, since $H=0$ has the single level $0$. A negative $c$ gives the same root, which contains only even powers of $c$.

Positivity is used again to bound the shift $d=R-c^2$. Put $q=|\mathbf a|^2$. From $R^2\le(c^2+q/2)^2$ and $R\ge c^2$ one has $0\le d\le q/2$. Expanding $(c^2+d)^2=c^4+c^2q$ gives $2c^2d+d^2=c^2q$, hence

$$\frac q2-d=\frac{d^2}{2c^2}\le\frac{q^2}{8c^2}.$$

The theorem `shift_bounds` states this for every $c>0$ and every real vector $\mathbf a$: the shift is at most $|\mathbf a|^2/2$, and falls short of it by no more than $|\mathbf a|^4/(8c^2)$. No weak-field assumption is made.

```lean
/-- At every `c > 0` the largest eigenvalue minus `c²` is at most `|a|²/2`, and at least `|a|²/2`
minus `|a|⁴/(8c²)`. -/
theorem shift_bounds {c E : ℝ} (hc : 0 < c) (a : Fin 3 → ℝ)
    (hE : IsGreatest (levels c a) E) :
    (a ⬝ᵥ a) / 2 - (a ⬝ᵥ a) ^ 2 / (8 * c ^ 2) ≤ E - c ^ 2 ∧ E - c ^ 2 ≤ (a ⬝ᵥ a) / 2 := by
  have hq : 0 ≤ a ⬝ᵥ a := Finset.sum_nonneg fun i _ => mul_self_nonneg (a i)
  rw [hE.unique (largest_level hc a)]
  generalize a ⬝ᵥ a = q at hq ⊢
  have hs := Real.sq_sqrt (show 0 ≤ c ^ 4 + c ^ 2 * q by positivity)
  have hup : √(c ^ 4 + c ^ 2 * q) ≤ c ^ 2 + q / 2 :=
    Real.sqrt_le_iff.mpr ⟨by positivity, by nlinarith [sq_nonneg q]⟩
  have hlo : c ^ 2 ≤ √(c ^ 4 + c ^ 2 * q) :=
    (le_abs_self _).trans (Real.abs_le_sqrt (by nlinarith [mul_nonneg (sq_nonneg c) hq]))
  generalize √(c ^ 4 + c ^ 2 * q) = s at hs hup hlo ⊢
  have hd : (s - c ^ 2) ^ 2 ≤ (q / 2) ^ 2 :=
    pow_le_pow_left₀ (by linarith) (by linarith) 2
  have key : q / 2 - (s - c ^ 2) ≤ q ^ 2 / (8 * c ^ 2) := by
    rw [le_div_iff₀ (by positivity)]
    nlinarith [hd, hs]
  constructor <;> linarith
```

The proof first replaces the given level by the square root, since a set has only one greatest element. Then `hup` and `hlo` are the two bounds on $R$, `hd` is $d^2\le(q/2)^2$, and `key` is the last display. For $\mathbf a=0$ both bounds are zero and the shift vanishes exactly.

## Following the largest eigenvalue

In `dirac_diamagnetism` the energy is a function `E` of $c$, and `hE` requires `E c` to be the largest level for each positive $c$. Physically, this follows the positive-energy level as the non-relativistic limit is approached at fixed $B$ and $\mathbf r$. Such a function exists, because `largest_level` supplies its values. The conclusion is

$$\lim_{c\to\infty}\bigl(E(c)-c^2\bigr)=\frac{B^2(x^2+y^2)}{8}.$$

By hand, one inserts $|\mathbf A|^2/2=B^2(x^2+y^2)/8$ into the bounds and lets $q^2/(8c^2)$ go to zero. In the proof, `hval` makes the substitution, `hb` applies `shift_bounds` to `hE`, and `hlow` is the limit of the lower bound; the squeeze theorem finishes. The bounds are needed only for large $c$, so the values of `E` at $c\le0$ play no part.

```lean
/-- As `c` grows, the largest eigenvalue of `c² β + c α · A` minus `c²` tends to `B² (x² + y²)/8`.
-/
theorem dirac_diamagnetism (B : ℝ) (r : Fin 3 → ℝ) (E : ℝ → ℝ)
    (hE : ∀ c, 0 < c → IsGreatest (levels c (vectorPotential B r)) (E c)) :
    Tendsto (fun c => E c - c ^ 2) atTop (𝓝 (B ^ 2 * (r 0 ^ 2 + r 1 ^ 2) / 8)) := by
  have hval : B ^ 2 * (r 0 ^ 2 + r 1 ^ 2) / 8 =
      (vectorPotential B r ⬝ᵥ vectorPotential B r) / 2 := by
    rw [vectorPotential_sq]; ring
  rw [hval]
  have hb := fun c (hc : 0 < c) => shift_bounds hc (vectorPotential B r) (hE c hc)
  generalize vectorPotential B r ⬝ᵥ vectorPotential B r = q at hb ⊢
  -- the lower bound tends to `q/2`, since `8c²` grows without limit
  have hden : Tendsto (fun c : ℝ => 8 * c ^ 2) atTop atTop :=
    (tendsto_pow_atTop two_ne_zero).const_mul_atTop (by norm_num)
  have hlow : Tendsto (fun c : ℝ => q / 2 - q ^ 2 / (8 * c ^ 2)) atTop (𝓝 (q / 2)) := by
    simpa using (tendsto_const_nhds (x := q / 2)).sub (hden.const_div_atTop (q ^ 2))
  refine tendsto_of_tendsto_of_tendsto_of_le_of_le' hlow tendsto_const_nhds ?_ ?_
  · filter_upwards [eventually_gt_atTop 0] with c hc using (hb c hc).1
  · filter_upwards [eventually_gt_atTop 0] with c hc using (hb c hc).2

end

end DiracDiamagnetism
```

If `E c` were merely some level, the statement would be false. At $\mathbf r=0$ the levels are $\pm c^2$, and choosing the lower one gives $E(c)-c^2=-2c^2$, which diverges, while the claimed limit is $0$.

```lean
#print axioms DiracDiamagnetism.projected_coupling
#print axioms DiracDiamagnetism.dirac_diamagnetism
```

```
'DiracDiamagnetism.projected_coupling' depends on axioms: [propext, Classical.choice, Quot.sound]
'DiracDiamagnetism.dirac_diamagnetism' depends on axioms: [propext, Classical.choice, Quot.sound]
```
